# On a ring of at least two grid points, the explicit imaginary-time step of a free particle preserves nonnegativity exactly when $0\le\lambda\le 1/2$

Take a ring of two grid points with real amplitudes $u_0$ and $u_1$. Each point has the other as both its left and its right neighbour. The explicit step $u_j\mapsto u_j+\lambda(u_{j+1}-2u_j+u_{j-1})$, with a real number $\lambda$, therefore acts as

$$u_0\mapsto(1-2\lambda)u_0+2\lambda u_1,\qquad u_1\mapsto(1-2\lambda)u_1+2\lambda u_0 .$$

Start from $(1,0)$. The result is $(1-2\lambda,\,2\lambda)$. Its sum is still $1$, and both entries are nonnegative exactly when $0\le\lambda\le1/2$. Now start from $(1,-1)$. The result is $(1-4\lambda)(1,-1)$, and its largest absolute entry stays at or below $1$ exactly when $|1-4\lambda|\le1$, which is the same range of $\lambda$. On larger rings, too, a spike and a sign change are enough to find the range.

The step comes from the free Schrödinger equation in imaginary time $\tau$, $\partial_\tau\psi=\frac{\hbar}{2m}\partial_x^2\psi$, with a forward Euler step $\Delta\tau$ and the three-point second difference on spacing $\Delta x$. This gives $\lambda=\hbar\,\Delta\tau/(2m\,\Delta x^2)$, so $\lambda\le1/2$ means $\Delta\tau\le m\,\Delta x^2/\hbar$. For a free particle on a uniform one-dimensional periodic grid of at least two points, this is the largest time step for which this scheme keeps all amplitudes nonnegative whenever they are all nonnegative at the start.

## The grid and the step

```lean
import Mathlib

namespace ImaginaryTimeGrid
```

The first line loads the mathematical library Mathlib. The second opens a namespace, so that the full name of `step` is `ImaginaryTimeGrid.step`.

```lean
/-- One explicit imaginary-time step of a free particle on a ring of `n` grid points:
`u_j` becomes `u_j + lam (u_{j+1} - 2 u_j + u_{j-1})`. -/
def step {n : ℕ} (lam : ℝ) (u : ZMod n → ℝ) (j : ZMod n) : ℝ :=
  u j + lam * (u (j + 1) - 2 * u j + u (j - 1))
```

The type `ZMod n` is the set of integers modulo $n$. Its elements label the grid points, and its addition wraps around, so the periodic boundary condition is built into `j + 1` and `j - 1`. A vector of amplitudes is a function `u : ZMod n → ℝ`, and `u j` is $u_j$. The number $\lambda$ is written `lam`. The braces around `n` tell Lean to infer the number of points from the context.

With all three arguments, `step lam u j` is one number, the new amplitude at site $j$. With the last argument left off, `step lam u` is the whole new vector. Below, $u'_j$ stands for `step lam u j`.

The definition contains no mass, spacing or time step, only the real number $\lambda$. It also has no potential, and the amplitudes are real numbers without rounding.

## The sum is conserved for every $\lambda$

```lean
/-- The step conserves the sum of the amplitudes over the ring, for every real `lam`. -/
theorem sum_step {n : ℕ} [NeZero n] (lam : ℝ) (u : ZMod n → ℝ) :
    ∑ j, step lam u j = ∑ j, u j := by
  -- a shift of the ring only relabels the terms of the sum
  have h1 : ∑ j, u (j + 1) = ∑ j, u j := Equiv.sum_comp (Equiv.addRight (1 : ZMod n)) u
  have h2 : ∑ j, u (j - 1) = ∑ j, u j := Equiv.sum_comp (Equiv.subRight (1 : ZMod n)) u
  simp only [step, Finset.sum_add_distrib, ← Finset.mul_sum, Finset.sum_sub_distrib]
  rw [h1, h2]
  ring
```

The name of the theorem comes first, then its assumptions, then after the colon its claim: $\sum_j u'_j=\sum_j u_j$. The assumption `[NeZero n]` says $n\ne0$, which makes the ring finite. There is no condition on $\lambda$.

By hand, let $S=\sum_j u_j$. Shifting the index around the ring only reorders the terms, so $\sum_j u_{j+1}=\sum_j u_{j-1}=S$. Hence

$$\sum_j u'_j=S+\lambda(S-2S+S)=S .$$

In the proof, `h1` and `h2` are the two shifted sums. The `simp only` line splits the sum into its parts, `rw` inserts the shifted sums, and `ring` does the final algebra.

In physical terms, $S/\sqrt n$ is the overlap of $u$ with the normalised uniform state, the ground state of the free particle on the ring. The conserved quantity is this overlap and not the quantum norm $\sum_j u_j^2$.

## Bounds that survive a step

```lean
/-- Discrete maximum principle: for `0 ≤ lam ≤ 1/2`, bounds `m ≤ u_j ≤ M` that hold on the
whole ring still hold after the step. -/
theorem step_bounds {n : ℕ} {lam m M : ℝ} (h0 : 0 ≤ lam) (h1 : lam ≤ 1 / 2)
    {u : ZMod n → ℝ} (hm : ∀ j, m ≤ u j) (hM : ∀ j, u j ≤ M) (j : ZMod n) :
    m ≤ step lam u j ∧ step lam u j ≤ M := by
  have hc : 0 ≤ 1 - 2 * lam := by linarith
  -- the new value is a mean of three old ones with weights 1 - 2 lam, lam, lam
  unfold step
  constructor
  · nlinarith [mul_nonneg hc (sub_nonneg.2 (hm j)), mul_nonneg h0 (sub_nonneg.2 (hm (j + 1))),
      mul_nonneg h0 (sub_nonneg.2 (hm (j - 1)))]
  · nlinarith [mul_nonneg hc (sub_nonneg.2 (hM j)), mul_nonneg h0 (sub_nonneg.2 (hM (j + 1))),
      mul_nonneg h0 (sub_nonneg.2 (hM (j - 1)))]
```

This lemma assumes $0\le\lambda\le1/2$ and two numbers $m$ and $M$ with $m\le u_j\le M$ at every site. Here $m$ is a lower bound on the amplitudes, not the mass. It concludes that $m\le u'_j\le M$. The symbol `∀` reads "for all", and `∧` reads "and".

Collecting terms in the definition gives

$$u'_j=(1-2\lambda)u_j+\lambda u_{j+1}+\lambda u_{j-1}.$$

The three weights add up to $1$, and in the stated range none of them is negative. Therefore

$$u'_j-m=(1-2\lambda)(u_j-m)+\lambda(u_{j+1}-m)+\lambda(u_{j-1}-m)\ge0,$$

and the same identity with $M-u$ in place of $u-m$ gives the upper bound.

The tactic `nlinarith` proves inequalities from products it is given or can form. Here it receives the three nonnegative products on the right-hand side, one by one, and finds that they add up to the claim.

## A spike fixes the range for nonnegativity

```lean
/-- On a ring of at least two points, the step maps all nonnegative vectors to nonnegative
vectors exactly when `0 ≤ lam ≤ 1/2`. -/
theorem step_nonneg_iff {n : ℕ} (hn : 2 ≤ n) (lam : ℝ) :
    (∀ u : ZMod n → ℝ, (∀ j, 0 ≤ u j) → ∀ j, 0 ≤ step lam u j) ↔
      0 ≤ lam ∧ lam ≤ 1 / 2 := by
  have : Fact (1 < n) := ⟨hn⟩
  have hne : (1 : ZMod n) ≠ 0 := one_ne_zero
  constructor
  · intro h
    -- test on a unit spike at the origin
    obtain ⟨d, d0, d1⟩ : ∃ d : ZMod n → ℝ, d 0 = 1 ∧ ∀ j, j ≠ 0 → d j = 0 :=
      ⟨fun j => if j = 0 then 1 else 0, by simp, fun j hj => by simp [hj]⟩
    have hd : ∀ j, 0 ≤ d j := by
      intro j
      by_cases hj : j = 0
      · rw [hj, d0]; norm_num
      · rw [d1 j hj]
    have a := h d hd 0
    have b := h d hd 1
    have hp := hd (1 + 1)
    simp only [step, zero_add, zero_sub, d0, d1 1 hne, d1 (-1) (neg_ne_zero.2 hne)] at a
    unfold step at b
    rw [sub_self, d0, d1 1 hne] at b
    constructor
    · by_contra hl
      have hl' : 0 ≤ -lam := by linarith [not_le.1 hl]
      nlinarith [mul_nonneg hl' hp, not_le.1 hl]
    · linarith
  · rintro ⟨h0, h1⟩ u hu j
    have hc : 0 ≤ 1 - 2 * lam := by linarith
    unfold step
    nlinarith [mul_nonneg hc (hu j), mul_nonneg h0 (hu (j + 1)), mul_nonneg h0 (hu (j - 1))]
```

The double arrow `↔` reads "if and only if". On its left is the statement that every nonnegative vector has a nonnegative image; on its right is $0\le\lambda\le1/2$. The assumption is $n\ge2$. On a single point the second difference vanishes and the step changes nothing, so no range could follow.

Suppose first that the step preserves nonnegativity. Apply it to the spike $d$ with $d_0=1$ and $d_j=0$ for $j\ne0$. At the origin both neighbours are zero, so

$$d'_0=1-2\lambda\ge0,$$

which gives $\lambda\le1/2$. At site $1$,

$$d'_1=\lambda(1+d_2)\ge0 .$$

On two points, site $2$ is the origin again and $d_2=1$; on larger rings $d_2=0$. In either case $1+d_2\ge1$, so $\lambda\ge0$.

Lean follows the same route. The line `hne` records that sites $0$ and $1$ differ, which is where $n\ge2$ enters. The `obtain` line introduces the spike, and `a` and `b` are the two inequalities above. The proof never asks which case holds for $d_2$, written `d (1 + 1)`; it uses only that this entry is nonnegative, and `by_contra` rules out a negative $\lambda$.

For the converse, $u'_j$ is a sum of nonnegative weights times nonnegative amplitudes.

## A sign change fixes the range for the maximum

```lean
/-- On a ring of at least two points, the step never increases the largest absolute amplitude
(the sup norm) of any vector exactly when `0 ≤ lam ≤ 1/2`. -/
theorem norm_step_le_iff {n : ℕ} [NeZero n] (hn : 2 ≤ n) (lam : ℝ) :
    (∀ u : ZMod n → ℝ, ‖step lam u‖ ≤ ‖u‖) ↔ 0 ≤ lam ∧ lam ≤ 1 / 2 := by
  have : Fact (1 < n) := ⟨hn⟩
  have hne : (1 : ZMod n) ≠ 0 := one_ne_zero
  constructor
  · intro h
    -- test on the vector that is 1 at the origin and -1 elsewhere
    obtain ⟨d, d0, d1⟩ : ∃ d : ZMod n → ℝ, d 0 = 1 ∧ ∀ j, j ≠ 0 → d j = -1 :=
      ⟨fun j => if j = 0 then 1 else -1, by simp, fun j hj => by simp [hj]⟩
    have hd : ‖d‖ ≤ 1 := by
      refine (pi_norm_le_iff_of_nonneg zero_le_one).2 fun j => ?_
      by_cases hj : j = 0
      · rw [hj, d0]; norm_num
      · rw [d1 j hj]; norm_num
    have a : ‖step lam d 0‖ ≤ 1 := (norm_le_pi_norm (step lam d) 0).trans ((h d).trans hd)
    rw [Real.norm_eq_abs, abs_le] at a
    simp only [step, zero_add, zero_sub, d0, d1 1 hne, d1 (-1) (neg_ne_zero.2 hne)] at a
    constructor
    · linarith [a.2]
    · linarith [a.1]
  · rintro ⟨h0, h1⟩ u
    have hb : ∀ j, -‖u‖ ≤ u j ∧ u j ≤ ‖u‖ := by
      intro j
      rw [← abs_le, ← Real.norm_eq_abs]
      exact norm_le_pi_norm u j
    refine (pi_norm_le_iff_of_nonneg (norm_nonneg u)).2 fun j => ?_
    rw [Real.norm_eq_abs, abs_le]
    exact step_bounds h0 h1 (fun i => (hb i).1) (fun i => (hb i).2) j
```

For a vector on the ring, `‖u‖` is Mathlib's norm on a finite function space, the sup norm $\max_j|u_j|$. It should not be read as the quantum norm. The theorem says that $\max_j|u'_j|\le\max_j|u_j|$ holds for all $u$ exactly when $0\le\lambda\le1/2$.

To show that the range is necessary, take $d_0=1$ and $d_j=-1$ at all other sites. Its largest absolute entry is $1$. At the origin,

$$d'_0=1+\lambda(-1-2-1)=1-4\lambda .$$

If the maximum does not grow, then $-1\le1-4\lambda\le1$. The left inequality gives $\lambda\le1/2$, and the right one gives $\lambda\ge0$. In the code these are `a.1` and `a.2`. Dividing $d$ by $\sqrt n$ would normalise it in the quantum sense; since the step is linear, both sides of the comparison would scale alike.

To show that the range is sufficient, set $m=-\|u\|$ and $M=\|u\|$. Every amplitude lies between these bounds, and `step_bounds` keeps it there. The lemma `pi_norm_le_iff_of_nonneg` translates between a bound on the norm and a bound at each site.

## One step, then many

```lean
/-- On a ring of at least two points the step conserves the total amplitude; it preserves
nonnegativity exactly when `0 ≤ lam ≤ 1/2`, and exactly when it never increases the largest
absolute amplitude. -/
theorem imaginary_time_step {n : ℕ} [NeZero n] (hn : 2 ≤ n) (lam : ℝ) :
    (∀ u : ZMod n → ℝ, ∑ j, step lam u j = ∑ j, u j) ∧
    ((∀ u : ZMod n → ℝ, (∀ j, 0 ≤ u j) → ∀ j, 0 ≤ step lam u j) ↔
      0 ≤ lam ∧ lam ≤ 1 / 2) ∧
    ((∀ u : ZMod n → ℝ, (∀ j, 0 ≤ u j) → ∀ j, 0 ≤ step lam u j) ↔
      ∀ u : ZMod n → ℝ, ‖step lam u‖ ≤ ‖u‖) :=
  ⟨sum_step lam, step_nonneg_iff hn lam,
    (step_nonneg_iff hn lam).trans (norm_step_le_iff hn lam).symm⟩
```

This theorem gathers the results for $n\ge2$ and any real $\lambda$. The sum is conserved. Nonnegativity is preserved exactly when $0\le\lambda\le1/2$. And nonnegativity is preserved exactly when the largest absolute amplitude never grows. The last equivalence joins the two previous theorems through their common range: `.trans` chains equivalences, and `.symm` turns one around.

```lean
/-- Propagation over `k` steps with `0 ≤ lam ≤ 1/2` on a ring of at least two points: a
nonnegative start stays nonnegative, keeps its sum, and never exceeds its initial maximum. -/
theorem propagate {n : ℕ} [NeZero n] (hn : 2 ≤ n) {lam : ℝ} (h0 : 0 ≤ lam)
    (h1 : lam ≤ 1 / 2) {u : ZMod n → ℝ} (hu : ∀ j, 0 ≤ u j) (k : ℕ) :
    (∀ j, 0 ≤ (step lam)^[k] u j) ∧ ∑ j, (step lam)^[k] u j = ∑ j, u j ∧
      ‖(step lam)^[k] u‖ ≤ ‖u‖ := by
  induction k with
  | zero => exact ⟨hu, rfl, le_refl _⟩
  | succ k ih =>
    rw [Function.iterate_succ_apply']
    exact ⟨(step_nonneg_iff hn lam).2 ⟨h0, h1⟩ _ ih.1, (sum_step lam _).trans ih.2.1,
      ((norm_step_le_iff hn lam).2 ⟨h0, h1⟩ _).trans ih.2.2⟩
```

The notation `(step lam)^[k] u` means the vector after $k$ steps. For $0\le\lambda\le1/2$ and a nonnegative start, the theorem says that after any number of steps all amplitudes are nonnegative, their sum is the initial one, and the maximum is no larger than at the start.

The argument is induction on $k$. After zero steps nothing has changed. If the three statements hold after $k$ steps, one further step preserves nonnegativity and the sum, and it cannot raise the maximum. In the code, `ih` is the induction hypothesis, and its three parts are combined with the three one-step theorems.

The theorem bounds the propagation but does not state that it converges to the ground state.

## The mode that grows when the time step is too large

```lean
/-- A grid mode that changes sign from each point to the next is multiplied by
`(1 - 4 lam)^k` after `k` steps. -/
theorem alternating_mode {n : ℕ} (lam : ℝ) {u : ZMod n → ℝ} (hu : ∀ j, u (j + 1) = -u j)
    (k : ℕ) (j : ZMod n) : (step lam)^[k] u j = (1 - 4 * lam) ^ k * u j := by
  induction k generalizing j with
  | zero => simp
  | succ k ih =>
    have hm : u (j - 1) = -u j := by
      have h := hu (j - 1)
      rw [sub_add_cancel] at h
      linarith
    rw [Function.iterate_succ_apply']
    unfold step at ih ⊢
    rw [ih j, ih (j + 1), ih (j - 1), hu j, hm]
    ring
```

The hypothesis `hu` says $u_{j+1}=-u_j$ at every site. This is the most rapidly oscillating mode that a grid can carry. On a ring with an odd number of points only the zero vector satisfies it, because going once around would reverse the sign.

Both neighbours of site $j$ carry $-u_j$, so one step gives

$$u'_j=u_j+\lambda(-u_j-2u_j-u_j)=(1-4\lambda)u_j .$$

The new vector is a multiple of the old one and alternates as well. Repeating the step gives the factor $(1-4\lambda)^k$ after $k$ steps, for any real $\lambda$.

In the proof, `hm` derives $u_{j-1}=-u_j$ from the hypothesis at site $j-1$. The induction is stated for all sites at once (`generalizing j`), because the next step at $j$ needs the earlier result at its neighbours too.

The factor shows what happens at different time steps. At $\lambda=1/4$ the mode disappears after one step. At $\lambda=1/2$ it flips sign forever without decaying, so the bounds hold but this component never relaxes. At $\lambda=0.6$ the factor is $-1.4$, and ten steps amplify the mode about 29 times.

```lean
/-- On the ring of four points, the vector with entries `1, -1, 1, -1` changes sign from each
point to the next. -/
theorem alternating_mode_witness (j : ZMod 4) :
    (fun i : ZMod 4 => if i = 0 ∨ i = 2 then (1 : ℝ) else -1) (j + 1) =
      -(fun i : ZMod 4 => if i = 0 ∨ i = 2 then (1 : ℝ) else -1) j := by
  have h : ∀ i : ZMod 4, (i + 1 = 0 ∨ i + 1 = 2) ↔ ¬(i = 0 ∨ i = 2) := by decide
  show (if j + 1 = 0 ∨ j + 1 = 2 then (1 : ℝ) else -1) =
    -(if j = 0 ∨ j = 2 then (1 : ℝ) else -1)
  by_cases hj : j = 0 ∨ j = 2
  · rw [if_pos hj, if_neg (fun h' => (h j).1 h' hj)]
  · rw [if_neg hj, if_pos ((h j).2 hj), neg_neg]

end ImaginaryTimeGrid
```

The last theorem supplies a nonzero example on four points: the vector $(1,-1,1,-1)$, or $\tfrac12(1,-1,1,-1)$ when normalised. The expression `fun i => if i = 0 ∨ i = 2 then 1 else -1` describes it site by site, with `∨` for "or". The claim is that its entry at $j+1$ is minus its entry at $j$, which is the hypothesis of `alternating_mode`.

The proof rests on a statement about the labels: $i+1$ is $0$ or $2$ exactly when $i$ is neither. The tactic `decide` checks this for all four sites, and the two cases of the `if` then give the signs.

```lean
#print axioms ImaginaryTimeGrid.imaginary_time_step
-- 'ImaginaryTimeGrid.imaginary_time_step' depends on axioms: [propext, Classical.choice, Quot.sound]
#print axioms ImaginaryTimeGrid.propagate
-- 'ImaginaryTimeGrid.propagate' depends on axioms: [propext, Classical.choice, Quot.sound]
#print axioms ImaginaryTimeGrid.alternating_mode
-- 'ImaginaryTimeGrid.alternating_mode' depends on axioms: [propext, Classical.choice, Quot.sound]
```
